# The Newton step of a quadratic energy is covariant under invertible linear changes of coordinates

For a quadratic energy ½xᵀHx − bᵀx with symmetric H, the gradient is Hx − b, and the Newton step is the displacement p with Hp = −(Hx − b). `newtonStep_comp` says that under the change of coordinates x = Sy, where H becomes SᵀHS and b becomes Sᵀb, a displacement q solves the Newton equation at y exactly when Sq = −H⁻¹(Hx − b) at x = Sy. The matrices are real and of finite size, and H and S are assumed invertible; the algebraic statement needs neither symmetry nor positivity of H. The attempt factors Sᵀ out of both sides of the transformed equation, then for the forward direction cancels it with its inverse and solves with H⁻¹, while for the converse it substitutes the formula for Sq.

Lean 4 with Mathlib refuses this proof:

```lean
import Mathlib

open Matrix

namespace NewtonStepComp

variable {n : Type*} [Fintype n]

/-- The vector `Hx - b`, which for symmetric `H` is the gradient of the energy at `x`. -/
def gradient (H : Matrix n n ℝ) (b x : n → ℝ) : n → ℝ :=
  H *ᵥ x - b

/-- A displacement `p` is a Newton step at `x` if it solves the Newton equation `H p = -(Hx - b)`.
-/
def IsNewtonStep (H : Matrix n n ℝ) (b x p : n → ℝ) : Prop :=
  H *ᵥ p = -gradient H b x

/-- For symmetric `H`, the gradient in the coordinates `y` is `Sᵀ` times the gradient in `x = Sy`.
-/
theorem gradient_comp (H S : Matrix n n ℝ) (b y : n → ℝ) :
    gradient (Sᵀ * H * S) (Sᵀ *ᵥ b) y = Sᵀ *ᵥ gradient H b (S *ᵥ y) := by
  simp only [gradient, Matrix.mulVec_sub, Matrix.mulVec_mulVec, Matrix.mul_assoc]

variable [DecidableEq n]

/-- For invertible `H` and `S`, a displacement `q` is a Newton step in the coordinates `y`
exactly when `Sq` is the Newton step `-H⁻¹(Hx - b)` at `x = Sy`. -/
theorem newtonStep_comp {H S : Matrix n n ℝ} (hH : IsUnit H.det) (hS : IsUnit S.det)
    (b y q : n → ℝ) :
    IsNewtonStep (Sᵀ * H * S) (Sᵀ *ᵥ b) y q
      ↔ S *ᵥ q = -(H⁻¹ *ᵥ gradient H b (S *ᵥ y)) := by
  have hT : IsUnit (Sᵀ).det := by rwa [Matrix.det_transpose]
  unfold IsNewtonStep
  rw [gradient_comp, ← Matrix.mulVec_neg, ← Matrix.mulVec_neg, ← Matrix.mulVec_mulVec,
    ← Matrix.mulVec_mulVec]
  constructor
  · intro h
    -- cancel the common factor `Sᵀ`, then solve with `H`
    have h1 : H *ᵥ (S *ᵥ q) = -gradient H b (S *ᵥ y) := by
      have h2 := congrArg (fun v => (Sᵀ)⁻¹ *ᵥ v) h
      dsimp only at h2
      rwa [Matrix.mulVec_mulVec _ (Sᵀ)⁻¹ Sᵀ, Matrix.mulVec_mulVec _ (Sᵀ)⁻¹ Sᵀ,
        Matrix.nonsing_inv_mul _ hT, Matrix.one_mulVec, Matrix.one_mulVec] at h2
    rw [← h1, Matrix.mulVec_mulVec _ H⁻¹ H, Matrix.nonsing_inv_mul _ hH, Matrix.one_mulVec]
  · intro h
    rw [h, Matrix.mulVec_mulVec _ H H⁻¹, Matrix.mul_nonsing_inv _ hH, Matrix.one_mulVec]

end NewtonStepComp
```

The error:

```
Main.lean:41:6: error: `dsimp` made no progress
```

What went wrong. The message says that `dsimp only at h2` found nothing to simplify. The step `h2` comes from applying the function `fun v => (Sᵀ)⁻¹ *ᵥ v` to both sides of `h` with `congrArg`, and the `dsimp only` was there to turn the applied function into plain products with `(Sᵀ)⁻¹`. But Lean had already given `h2` in that reduced form, with `(Sᵀ)⁻¹ *ᵥ …` on each side. `dsimp` counts it as an error to leave its target unchanged, so the proof failed there although the mathematics was sound.

The repair deletes the call, leaving a blank line in its place. The `rwa` that follows can work on `h2` as it stands: it joins `(Sᵀ)⁻¹` and `Sᵀ` on each side, replaces their product by the identity, and so obtains `h1`.

After these edits no error is left:

```diff
@@ -39,5 +39,5 @@
     have h1 : H *ᵥ (S *ᵥ q) = -gradient H b (S *ᵥ y) := by
       have h2 := congrArg (fun v => (Sᵀ)⁻¹ *ᵥ v) h
-      dsimp only at h2
+
       rwa [Matrix.mulVec_mulVec _ (Sᵀ)⁻¹ Sᵀ, Matrix.mulVec_mulVec _ (Sᵀ)⁻¹ Sᵀ,
         Matrix.nonsing_inv_mul _ hT, Matrix.one_mulVec, Matrix.one_mulVec] at h2
```
